# A lower bound on magnon linewidth for positive definite stiffness and uniform Gilbert damping

## From a linewidth to a bound on the damping

Suppose that a resonance has been fitted with a complex frequency $w$, and the ratio $|\mathrm{Im}\,w|/|\mathrm{Re}\,w|$ is taken as an upper limit on the Gilbert damping $a$. In a finite, linearised spin model with positive definite stiffness and uniform damping, this step is justified by
$$|\mathrm{Im}\,w|\ \ge\ \frac{a\,|w|}{\sqrt{1+a^2}},$$
which is equivalent to $a|\mathrm{Re}\,w|\le|\mathrm{Im}\,w|$. Here $|\mathrm{Im}\,w|$ is the decay rate of the amplitude, called the linewidth below.

Take one spin with transverse stiffnesses 1 and 4 and $a=0.1$, in dimensionless units. The characteristic equation is
$$(1+a^2)w^2+5ia\,w-4=0,$$
with a root $w\approx1.975-0.248i$. The ratio is about $0.125$, so the complex frequency alone gives an upper limit of about $0.125$ on $a$. The excess over $0.1$ comes from the elliptical precession.

## The linearised spin model

Small transverse deviations $m$ from equilibrium obey the linearised Landau-Lifshitz-Gilbert equation
$$a\dot m+W\dot m=-Km.$$
The stiffness matrix $K$ is the curvature of the energy, with the moment and the gyromagnetic ratio absorbed into it. If these differ between sites, the deviation of each spin direction is first multiplied by the square root of that site's moment divided by its gyromagnetic ratio (both as magnitudes), which keeps $K$ symmetric. Its positive definiteness says that every deviation costs energy, which excludes zero modes. The gyration matrix $W$ is antisymmetric; for a single spin it is a quarter turn of the transverse plane. The constant $a>0$ stands for local, isotropic loss of the same strength at every site.

Inserting $m(t)=e^{-iwt}x$ gives the mode equation
$$Kx=iw(a+W)x,\qquad x\neq0.$$

## What the theorems say

`IsMode K W a w x` is this equation together with $x\ne0$. The matrices are real, and `K.map ofReal` lets them act on complex amplitudes. `IsGyration W` requires $W^T=-W$ and $|Wv|^2\le|v|^2$ for every real $v$, which is the condition that the operator norm is at most one. `K.PosDef` includes the symmetry of $K$.

Under these hypotheses and $a>0$, `linewidth_bound` states that every mode has $\mathrm{Im}\,w<0$ and satisfies the bound. `linewidth_eq_iff` states that equality holds exactly when $Wx=ix$ or $Wx=-ix$. When $W$ is built from quarter turns, this means that each participating spin precesses circularly, on a shrinking circle, and that all of them turn in the same sense about their own equilibrium directions. Circular precession in mixed senses does not attain the bound.

`mode_solves_llg` confirms the sign convention: $e^{-iwt}x$ solves the equation of motion, so a negative imaginary part means decay. `linewidth_witness` gives a single isotropic spin of stiffness $\kappa>0$ that attains the bound at $w=\kappa/(1+ia)$.

The index set is finite, and the model leaves out nonlinear dynamics, thermal noise and damping that varies in space or with frequency.

## Derivation

Write $x=u+iv$ with real $u,v$, and let $N=x^\dagger x=|u|^2+|v|^2>0$. Symmetry of $K$ cancels the imaginary part of its expectation value:
$$k=x^\dagger Kx=u\cdot Ku+v\cdot Kv>0.$$
Antisymmetry of $W$ cancels the real part of the other one:
$$x^\dagger Wx=is,\qquad s=u\cdot Wv-v\cdot Wu=2\,u\cdot Wv.$$

For $\sigma=\pm1$, expand a square and use $|Wv|^2\le|v|^2$:
$$0\le|u-\sigma Wv|^2=|u|^2-2\sigma\,u\cdot Wv+|Wv|^2\le N-\sigma s.$$
Both signs together give $|s|\le N$. For the normalised amplitude $x/\sqrt N$, the expectation value $is/N$ therefore lies between $-i$ and $i$.

If $s=\sigma N$, the square vanishes and $u=\sigma Wv$. The same estimate for $|v+\sigma Wu|^2$ gives $v=-\sigma Wu$. Hence $Wu=-\sigma v$ and $Wv=\sigma u$, which combine to $Wx=\sigma ix$. Conversely, $Wx=\sigma ix$ gives $s=\sigma N$ at once.

Now set $w=p+iq$ and multiply the mode equation by $x^\dagger$:
$$k=i(p+iq)(aN+is).$$
Its real and imaginary parts are
$$k=-qaN-ps,\qquad paN=qs.$$
Multiply the first by $aN$ and insert the second:
$$kaN=-q\left[(aN)^2+s^2\right].$$
The left side is positive, so $q<0$. Squaring the second relation gives
$$a^2p^2N^2=q^2s^2\le q^2N^2,$$
hence $a^2p^2\le q^2$. Adding $a^2q^2$ to both sides yields $a^2|w|^2\le(1+a^2)q^2$, and the square root is the bound. Since $q\ne0$, equality holds exactly when $s^2=N^2$, that is, when $Wx=ix$ or $Wx=-ix$.

## Damping that varies from site to site

The same argument works by hand if $a$ is replaced by a real symmetric damping matrix $D$ whose smallest eigenvalue is $a>0$. Then $d=x^\dagger Dx\ge aN$ takes the place of $aN$, and $pd=qs$ again gives $a|p|\le|q|$. The linewidth bound thus holds with the smallest damping in the sample.

## The Lean file

```lean
import Mathlib

open Matrix Complex

namespace MagnonLinewidth

noncomputable section

variable {ι : Type*} [Fintype ι]

/-- A gyration matrix: real, antisymmetric, and lengthening no real vector
(operator norm at most one). -/
structure IsGyration (W : Matrix ι ι ℝ) : Prop where
  antisymm : Wᵀ = -W
  contracts : ∀ v : ι → ℝ, (W *ᵥ v) ⬝ᵥ (W *ᵥ v) ≤ v ⬝ᵥ v

/-- A magnon mode of stiffness `K`, gyration `W` and damping `a`: a nonzero complex
amplitude `x` and a complex frequency `w` with `K x = i w (a + W) x`. -/
def IsMode (K W : Matrix ι ι ℝ) (a : ℝ) (w : ℂ) (x : ι → ℂ) : Prop :=
  x ≠ 0 ∧ K.map ofReal *ᵥ x = (I * w) • ((a : ℂ) • x + W.map ofReal *ᵥ x)

/-- The real part of a complex amplitude. -/
def rePart (x : ι → ℂ) : ι → ℝ := fun i => (x i).re

/-- The imaginary part of a complex amplitude. -/
def imPart (x : ι → ℂ) : ι → ℝ := fun i => (x i).im

/-- The total weight `x† x` of an amplitude. -/
def weight (x : ι → ℂ) : ℝ := ∑ i, normSq (x i)

/-- The expectation value `x† A x` of a real matrix in a complex amplitude. -/
def expect (A : Matrix ι ι ℝ) (x : ι → ℂ) : ℂ := star x ⬝ᵥ (A.map ofReal *ᵥ x)

/-- For a mode, `m(t) = exp(-i w t) x` solves the linearised Landau-Lifshitz-Gilbert
equation `a m' + W m' = -K m`. -/
theorem mode_solves_llg {K W : Matrix ι ι ℝ} {a : ℝ} {w : ℂ} {x : ι → ℂ}
    (h : IsMode K W a w x) (t : ℝ) :
    ∃ v : ι → ℂ, HasDerivAt (fun s : ℝ => cexp (-I * w * s) • x) v t ∧
      (a : ℂ) • v + W.map ofReal *ᵥ v = -(K.map ofReal *ᵥ (cexp (-I * w * t) • x)) := by
  refine ⟨(cexp (-I * w * t) * (-I * w)) • x, ?_, ?_⟩
  · have h0 : HasDerivAt (fun s : ℝ => -I * w * (s : ℂ)) (-I * w) t := by
      simpa using ((hasDerivAt_id t).ofReal_comp).const_mul (-I * w)
    exact h0.cexp.smul_const x
  · simp only [Matrix.mulVec_smul, h.2]
    module

lemma mulVec_re (A : Matrix ι ι ℝ) (x : ι → ℂ) (i : ι) :
    ((A.map ofReal *ᵥ x) i).re = (A *ᵥ rePart x) i := by
  simp [mulVec, dotProduct, rePart, Complex.re_sum]

lemma mulVec_im (A : Matrix ι ι ℝ) (x : ι → ℂ) (i : ι) :
    ((A.map ofReal *ᵥ x) i).im = (A *ᵥ imPart x) i := by
  simp [mulVec, dotProduct, imPart, Complex.im_sum]

lemma expect_re (A : Matrix ι ι ℝ) (x : ι → ℂ) : (expect A x).re =
    rePart x ⬝ᵥ (A *ᵥ rePart x) + imPart x ⬝ᵥ (A *ᵥ imPart x) := by
  simp only [expect, dotProduct, Complex.re_sum, ← Finset.sum_add_distrib]
  refine Finset.sum_congr rfl fun i _ => ?_
  simp only [Pi.star_apply, Complex.star_def, mul_re, conj_re, conj_im, mulVec_re, mulVec_im]
  simp only [rePart, imPart]
  ring

lemma expect_im (A : Matrix ι ι ℝ) (x : ι → ℂ) : (expect A x).im =
    rePart x ⬝ᵥ (A *ᵥ imPart x) - imPart x ⬝ᵥ (A *ᵥ rePart x) := by
  simp only [expect, dotProduct, Complex.im_sum, ← Finset.sum_sub_distrib]
  refine Finset.sum_congr rfl fun i _ => ?_
  simp only [Pi.star_apply, Complex.star_def, mul_im, conj_re, conj_im, mulVec_re, mulVec_im]
  simp only [rePart, imPart]
  ring

lemma star_dot_self (x : ι → ℂ) : star x ⬝ᵥ x = (weight x : ℂ) := by
  simp only [weight, dotProduct, ofReal_sum, normSq_eq_conj_mul_self, Pi.star_apply,
    Complex.star_def]

lemma weight_eq (x : ι → ℂ) :
    weight x = rePart x ⬝ᵥ rePart x + imPart x ⬝ᵥ imPart x := by
  simp only [weight, dotProduct, normSq_apply, Finset.sum_add_distrib, rePart, imPart]

lemma weight_pos {x : ι → ℂ} (hx : x ≠ 0) : 0 < weight x := by
  obtain ⟨i, hi⟩ := Function.ne_iff.mp hx
  exact Finset.sum_pos' (fun i _ => normSq_nonneg _) ⟨i, Finset.mem_univ i, normSq_pos.mpr hi⟩

lemma dot_transpose (A : Matrix ι ι ℝ) (u v : ι → ℝ) :
    v ⬝ᵥ (A *ᵥ u) = u ⬝ᵥ (Aᵀ *ᵥ v) := by
  rw [Matrix.dotProduct_mulVec, ← Matrix.mulVec_transpose, dotProduct_comm]

lemma IsGyration.swap {W : Matrix ι ι ℝ} (hW : IsGyration W) (u v : ι → ℝ) :
    v ⬝ᵥ (W *ᵥ u) = -(u ⬝ᵥ (W *ᵥ v)) := by
  rw [dot_transpose, hW.antisymm, Matrix.neg_mulVec, dotProduct_neg]

lemma IsGyration.gap {W : Matrix ι ι ℝ} (hW : IsGyration W) {σ : ℝ} (hσ : σ ^ 2 = 1)
    (u v : ι → ℝ) : (u - σ • (W *ᵥ v)) ⬝ᵥ (u - σ • (W *ᵥ v)) ≤
      u ⬝ᵥ u + v ⬝ᵥ v - 2 * σ * (u ⬝ᵥ (W *ᵥ v)) := by
  have e : (u - σ • (W *ᵥ v)) ⬝ᵥ (u - σ • (W *ᵥ v)) =
      u ⬝ᵥ u - 2 * σ * (u ⬝ᵥ (W *ᵥ v)) + σ ^ 2 * ((W *ᵥ v) ⬝ᵥ (W *ᵥ v)) := by
    simp only [sub_dotProduct, dotProduct_sub, smul_dotProduct, dotProduct_smul, smul_eq_mul,
      dotProduct_comm (W *ᵥ v) u]
    ring
  rw [e, hσ]
  linarith [hW.contracts v]

/-- For a gyration `W`, the imaginary part of `x† W x` is at most the weight `x† x` in absolute
value. -/
theorem gyration_bound {W : Matrix ι ι ℝ} (hW : IsGyration W) (x : ι → ℂ) :
    |(expect W x).im| ≤ weight x := by
  have pos (y : ι → ℝ) : 0 ≤ y ⬝ᵥ y := Finset.sum_nonneg fun i _ => mul_self_nonneg (y i)
  have h1 := (pos _).trans (hW.gap (σ := 1) (by norm_num) (rePart x) (imPart x))
  have h2 := (pos _).trans (hW.gap (σ := -1) (by norm_num) (rePart x) (imPart x))
  rw [expect_im, weight_eq, hW.swap (rePart x) (imPart x), abs_le]
  constructor <;> linarith

/-- For a gyration `W` and a sign `σ = ±1`, the imaginary part of `x† W x` equals `σ` times the
weight `x† x` exactly when `W x = σ i x`. -/
theorem circular_iff {W : Matrix ι ι ℝ} (hW : IsGyration W) {σ : ℝ} (hσ : σ ^ 2 = 1)
    (x : ι → ℂ) :
    (expect W x).im = σ * weight x ↔ W.map ofReal *ᵥ x = ((σ : ℂ) * I) • x := by
  constructor
  · intro h
    have hs : σ * (expect W x).im = weight x := by
      rw [h]; linear_combination weight x * hσ
    rw [expect_im, weight_eq, hW.swap (rePart x) (imPart x)] at hs
    have pos (y : ι → ℝ) : 0 ≤ y ⬝ᵥ y := Finset.sum_nonneg fun i _ => mul_self_nonneg (y i)
    -- both squares in the norm estimate must vanish
    have g1 := hW.gap hσ (rePart x) (imPart x)
    have g2 := hW.gap (σ := -σ) (by rw [neg_sq, hσ]) (imPart x) (rePart x)
    rw [hW.swap (rePart x) (imPart x)] at g2
    have z1 := dotProduct_self_eq_zero.mp (le_antisymm (g1.trans (by linarith)) (pos _))
    have z2 := dotProduct_self_eq_zero.mp (le_antisymm (g2.trans (by linarith)) (pos _))
    funext i
    have e1 : (x i).re - σ * (W *ᵥ imPart x) i = 0 := congrFun z1 i
    have e2 : (x i).im - -σ * (W *ᵥ rePart x) i = 0 := congrFun z2 i
    apply Complex.ext
    · rw [mulVec_re]
      simp only [Pi.smul_apply, smul_eq_mul, mul_re, mul_im, ofReal_re, ofReal_im, I_re, I_im]
      linear_combination σ * e2 - (W *ᵥ rePart x) i * hσ
    · rw [mulVec_im]
      simp only [Pi.smul_apply, smul_eq_mul, mul_re, mul_im, ofReal_re, ofReal_im, I_re, I_im]
      linear_combination -σ * e1 - (W *ᵥ imPart x) i * hσ
  · intro h
    rw [expect, h, dotProduct_smul, star_dot_self, smul_eq_mul]
    simp only [mul_re, mul_im, ofReal_re, ofReal_im, I_re, I_im]
    ring

lemma stiffness_pos {K : Matrix ι ι ℝ} (hK : K.PosDef) {x : ι → ℂ} (hx : x ≠ 0) :
    0 < (expect K x).re := by
  have hp (v : ι → ℝ) (hv : v ≠ 0) : 0 < v ⬝ᵥ (K *ᵥ v) := by
    simpa using hK.dotProduct_mulVec_pos hv
  have hn (v : ι → ℝ) : 0 ≤ v ⬝ᵥ (K *ᵥ v) := by
    by_cases hv : v = 0
    · simp [hv]
    · exact (hp v hv).le
  rw [expect_re]
  by_cases hu : rePart x = 0
  · have hv : imPart x ≠ 0 := fun hv =>
      hx (funext fun i => Complex.ext (congrFun hu i) (congrFun hv i))
    linarith [hn (rePart x), hp _ hv]
  · linarith [hp _ hu, hn (imPart x)]

/-- Projecting the mode equation on the mode, for symmetric `K` and a gyration `W`, gives two
real balances between stiffness, damping and gyration. -/
theorem mode_balance {K W : Matrix ι ι ℝ} {a : ℝ} {w : ℂ} {x : ι → ℂ} (hK : Kᵀ = K)
    (hW : IsGyration W) (h : IsMode K W a w x) :
    (expect K x).re = -w.im * (a * weight x) - w.re * (expect W x).im ∧
      w.re * (a * weight x) = w.im * (expect W x).im := by
  have hb : expect K x = I * w * ((a : ℂ) * (weight x : ℂ) + expect W x) := by
    rw [expect, h.2, dotProduct_smul, dotProduct_add, dotProduct_smul, star_dot_self]
    rfl
  have k0 : (expect K x).im = 0 := by
    rw [expect_im, dot_transpose K (rePart x) (imPart x), hK, sub_self]
  have w0 : (expect W x).re = 0 := by
    rw [expect_re]
    linarith [hW.swap (rePart x) (rePart x), hW.swap (imPart x) (imPart x)]
  have hr := congrArg Complex.re hb
  have hi := congrArg Complex.im hb
  simp only [mul_re, mul_im, add_re, add_im, ofReal_re, ofReal_im, I_re, I_im, k0, w0] at hr hi
  constructor
  · linear_combination hr
  · linear_combination -hi

omit [Fintype ι] in
lemma posDef_symm {K : Matrix ι ι ℝ} (hK : K.PosDef) : Kᵀ = K := by
  rw [← Matrix.conjTranspose_eq_transpose_of_trivial]
  exact hK.isHermitian

/-- Linewidth lower bound: for positive definite stiffness, a gyration `W` and damping `a > 0`,
every mode has `Im w < 0` and `|Im w| ≥ a |w| / √(1 + a²)`. -/
theorem linewidth_bound {K W : Matrix ι ι ℝ} {a : ℝ} {w : ℂ} {x : ι → ℂ} (hK : K.PosDef)
    (hW : IsGyration W) (ha : 0 < a) (h : IsMode K W a w x) :
    w.im < 0 ∧ a * ‖w‖ / √(1 + a ^ 2) ≤ |w.im| := by
  obtain ⟨h1, h2⟩ := mode_balance (posDef_symm hK) hW h
  have hk := stiffness_pos hK h.1
  have hn := weight_pos h.1
  constructor
  · -- eliminate the real part of the frequency
    have e : (expect K x).re * (a * weight x) =
        -w.im * ((a * weight x) ^ 2 + (expect W x).im ^ 2) := by
      linear_combination (a * weight x) * h1 - (expect W x).im * h2
    have hl : 0 < (expect K x).re * (a * weight x) := by positivity
    by_contra hq
    have := mul_nonneg (not_lt.mp hq)
      (by positivity : 0 ≤ (a * weight x) ^ 2 + (expect W x).im ^ 2)
    linarith
  · have hs : (expect W x).im ^ 2 ≤ weight x ^ 2 :=
      sq_le_sq' (abs_le.mp (gyration_bound hW x)).1 (abs_le.mp (gyration_bound hW x)).2
    have hpq : (a * w.re) ^ 2 ≤ w.im ^ 2 := by
      refine le_of_mul_le_mul_right ?_ (pow_pos hn 2)
      calc (a * w.re) ^ 2 * weight x ^ 2 = w.im ^ 2 * (expect W x).im ^ 2 := by
            linear_combination (w.re * (a * weight x) + w.im * (expect W x).im) * h2
        _ ≤ w.im ^ 2 * weight x ^ 2 := mul_le_mul_of_nonneg_left hs (sq_nonneg _)
    rw [div_le_iff₀ (by positivity), ← sq_le_sq₀ (by positivity) (by positivity), mul_pow,
      mul_pow, Real.sq_sqrt (by positivity), sq_abs, Complex.sq_norm, normSq_apply]
    linarith

/-- For positive definite stiffness, a gyration `W` and damping `a > 0`, the linewidth bound
`|Im w| ≥ a |w| / √(1 + a²)` is attained exactly by the modes with `W x = i x` or `W x = -i x`. -/
theorem linewidth_eq_iff {K W : Matrix ι ι ℝ} {a : ℝ} {w : ℂ} {x : ι → ℂ} (hK : K.PosDef)
    (hW : IsGyration W) (ha : 0 < a) (h : IsMode K W a w x) :
    a * ‖w‖ / √(1 + a ^ 2) = |w.im| ↔
      W.map ofReal *ᵥ x = I • x ∨ W.map ofReal *ᵥ x = (-I) • x := by
  have h2 := (mode_balance (posDef_symm hK) hW h).2
  have hq := (linewidth_bound hK hW ha h).1.ne
  have hn := (weight_pos h.1).ne'
  have e : (a * w.re) ^ 2 * weight x ^ 2 = w.im ^ 2 * (expect W x).im ^ 2 := by
    linear_combination (w.re * (a * weight x) + w.im * (expect W x).im) * h2
  have c1 := circular_iff hW (σ := 1) (by norm_num) x
  have c2 := circular_iff hW (σ := -1) (by norm_num) x
  simp only [ofReal_one, ofReal_neg, one_mul, neg_mul] at c1 c2
  rw [← c1, ← c2, ← sq_eq_sq_iff_eq_or_eq_neg, div_eq_iff (by positivity),
    ← sq_eq_sq₀ (by positivity) (by positivity), mul_pow, mul_pow,
    Real.sq_sqrt (by positivity), sq_abs, Complex.sq_norm, normSq_apply]
  constructor
  · intro g
    refine mul_left_cancel₀ (pow_ne_zero 2 hq) ?_
    linear_combination weight x ^ 2 * g - e
  · intro g
    have hpq : (a * w.re) ^ 2 = w.im ^ 2 :=
      mul_right_cancel₀ (pow_ne_zero 2 hn) (by rw [e, g])
    linear_combination hpq

/-- A single spin with isotropic stiffness `κ > 0` and damping `a > 0` has the mode `(1, i)` at
`w = κ / (1 + i a)`, and this mode attains the linewidth bound. -/
theorem linewidth_witness {κ a : ℝ} (hκ : 0 < κ) (ha : 0 < a) :
    (κ • (1 : Matrix (Fin 2) (Fin 2) ℝ)).PosDef ∧ IsGyration !![0, -1; 1, 0] ∧
      IsMode (κ • 1) !![0, -1; 1, 0] a (κ / (1 + a * I)) ![1, I] ∧
      a * ‖(κ / (1 + a * I) : ℂ)‖ / √(1 + a ^ 2) = |(κ / (1 + a * I) : ℂ).im| := by
  have hK : (κ • (1 : Matrix (Fin 2) (Fin 2) ℝ)).PosDef := Matrix.PosDef.one.smul hκ
  have hW : IsGyration !![0, -1; 1, 0] := by
    constructor
    · ext i j
      fin_cases i <;> fin_cases j <;> simp
    · intro v
      simp [mulVec, dotProduct, Fin.sum_univ_two]
      linarith
  have hJ : (!![0, -1; 1, 0] : Matrix (Fin 2) (Fin 2) ℝ).map ofReal *ᵥ ![1, I] =
      (-I) • ![1, I] := by
    ext i
    fin_cases i <;> simp [mulVec, dotProduct, Fin.sum_univ_two]
  have hS : (κ • (1 : Matrix (Fin 2) (Fin 2) ℝ)).map ofReal *ᵥ ![1, I] =
      (κ : ℂ) • ![1, I] := by
    ext i
    fin_cases i <;> simp [mulVec, dotProduct, Fin.sum_univ_two]
  have hd : (1 + a * I : ℂ) ≠ 0 := fun h0 => by
    simpa using congrArg Complex.re h0
  have hm : IsMode (κ • 1) !![0, -1; 1, 0] a (κ / (1 + a * I)) ![1, I] := by
    refine ⟨fun h0 => by simpa using congrFun h0 0, ?_⟩
    rw [hS, hJ, ← add_smul, smul_smul]
    congr 1
    rw [mul_div_assoc', div_mul_eq_mul_div, eq_div_iff hd]
    linear_combination (κ : ℂ) * I_sq
  exact ⟨hK, hW, hm, (linewidth_eq_iff hK hW ha hm).mpr (Or.inr hJ)⟩

end

end MagnonLinewidth
```

```lean
#print axioms MagnonLinewidth.mode_solves_llg
-- 'MagnonLinewidth.mode_solves_llg' depends on axioms: [propext, Classical.choice, Quot.sound]
#print axioms MagnonLinewidth.linewidth_bound
-- 'MagnonLinewidth.linewidth_bound' depends on axioms: [propext, Classical.choice, Quot.sound]
#print axioms MagnonLinewidth.linewidth_eq_iff
-- 'MagnonLinewidth.linewidth_eq_iff' depends on axioms: [propext, Classical.choice, Quot.sound]
```

## The proof in Lean

`expect_re` and `expect_im` split $x^\dagger Ax$ into real dot products of `rePart x` and `imPart x`, which are $u$ and $v$. `weight` is $N$, and `(expect W x).im` is $s$. `stiffness_pos` proves $k>0$ by noting that $u$ and $v$ are not both zero.

`IsGyration.swap` is antisymmetry inside a dot product, and `IsGyration.gap` is the expanded square. `gyration_bound` uses the latter with both signs to obtain $|s|\le N$. In `circular_iff`, `z1` and `z2` say that the two squares vanish, after which real and imaginary parts are compared component by component.

`mode_balance` projects the mode equation and takes its real and imaginary parts. In `linewidth_bound`, the first `linear_combination` performs the elimination of $p$, and the `calc` block is the squared relation with $s^2\le N^2$. The closing rewrite clears the square root and the denominator.

`linewidth_eq_iff` turns the two circular conditions into $s^2=N^2$ and cancels the nonzero factors $q^2$ and $N^2$. For the witness, `hJ` computes $W(1,i)^T=-i(1,i)^T$, so equality follows from the second alternative. The amplitude there has weight 2; its normalised form is $(1,i)^T/\sqrt2$.
